# Linear extrapolation of S-orthonormal orbitals at fixed positive definite S never gives too few electrons

If two orbital blocks $C_0$ and $C_1$ are orthonormal with respect to the same positive definite overlap matrix $S$, the linear prediction $P = 2C_1 - C_0$ satisfies $P^\dagger S P = 1 + 2\,(C_1-C_0)^\dagger S\,(C_1-C_0)$. Its electron count is therefore never too small, and the excess is of second order in the orbital change.

In Lean 4 with Mathlib:

```lean
import Mathlib

open Matrix
open scoped ComplexOrder

namespace UltrasoftExtrapolation

variable {n m : Type*} [Fintype n] [Fintype m] [DecidableEq m]

/-- The matrix `Cᴴ S C` of generalized overlaps between the orbitals stored in the columns
of `C`. -/
def orbitalOverlap (S : Matrix n n ℂ) (C : Matrix n m ℂ) : Matrix m m ℂ := Cᴴ * S * C

/-- The electron count of singly occupied orbitals: the real part of the trace of their
overlap matrix. -/
def electronCount (S : Matrix n n ℂ) (C : Matrix n m ℂ) : ℝ :=
  (orbitalOverlap S C).trace.re

/-- The orbitals on the straight line through `C0` and `C1`, a fraction `t` of the last step
beyond `C1`. -/
noncomputable def extrapolate (t : ℝ) (C0 C1 : Matrix n m ℂ) : Matrix n m ℂ := (1 + t) • C1 - t • C0

omit [Fintype m] in
/-- For S-orthonormal blocks `C0` and `C1`, the overlap matrix of the extrapolated orbitals
differs from the identity by `t (1 + t)` times the overlap matrix of the orbital change. -/
theorem orbitalOverlap_extrapolate (S : Matrix n n ℂ) (C0 C1 : Matrix n m ℂ) (t : ℝ)
    (h0 : orbitalOverlap S C0 = 1) (h1 : orbitalOverlap S C1 = 1) :
    orbitalOverlap S (extrapolate t C0 C1)
      = 1 + (t * (1 + t)) • orbitalOverlap S (C1 - C0) := by
  -- a quadratic identity that holds for any two blocks
  have key : orbitalOverlap S (extrapolate t C0 C1)
      = (1 + t) • orbitalOverlap S C1 - t • orbitalOverlap S C0
        + (t * (1 + t)) • orbitalOverlap S (C1 - C0) := by
    simp only [orbitalOverlap, extrapolate, conjTranspose_sub, conjTranspose_smul,
      star_trivial, Matrix.sub_mul, Matrix.mul_sub, Matrix.smul_mul, Matrix.mul_smul]
    module
  rw [key, h0, h1]
  module

/-- For S-orthonormal blocks, the electron count after extrapolation is the number of orbitals
plus `t (1 + t)` times the count evaluated on the orbital change. -/
theorem electronCount_extrapolate (S : Matrix n n ℂ) (C0 C1 : Matrix n m ℂ) (t : ℝ)
    (h0 : orbitalOverlap S C0 = 1) (h1 : orbitalOverlap S C1 = 1) :
    electronCount S (extrapolate t C0 C1)
      = Fintype.card m + t * (1 + t) * electronCount S (C1 - C0) := by
  unfold electronCount
  rw [orbitalOverlap_extrapolate S C0 C1 t h0 h1, Matrix.trace_add, Matrix.trace_smul,
    Matrix.trace_one, Complex.add_re, Complex.smul_re, Complex.natCast_re, smul_eq_mul]

omit [DecidableEq m] in
/-- The electron count is the sum, over the single orbitals, of the real part of the generalized
norm; for Hermitian `S` the generalized norm is itself real. -/
theorem electronCount_eq_sum (S : Matrix n n ℂ) (C : Matrix n m ℂ) :
    electronCount S C
      = ∑ j, (star (fun i => C i j) ⬝ᵥ (S *ᵥ fun i => C i j)).re := by
  simp only [electronCount, orbitalOverlap, Matrix.trace, Matrix.diag_apply,
    Matrix.mul_assoc, Complex.re_sum]
  rfl

omit [DecidableEq m] in
/-- For positive definite `S`, a nonzero block of orbitals has a positive electron count. -/
theorem electronCount_pos {S : Matrix n n ℂ} (hS : S.PosDef) {C : Matrix n m ℂ}
    (hC : C ≠ 0) : 0 < electronCount S C := by
  rw [electronCount_eq_sum]
  -- some orbital is nonzero, and it contributes strictly
  have hex : ∃ j, (fun i => C i j) ≠ 0 := by
    by_contra h
    push Not at h
    exact hC (by ext i j; exact congrFun (h j) i)
  obtain ⟨j, hj⟩ := hex
  refine Finset.sum_pos' (fun k _ => ?_) ⟨j, Finset.mem_univ j, ?_⟩
  · exact (Complex.le_def.mp (hS.posSemidef.dotProduct_mulVec_nonneg _)).1
  · exact (Complex.lt_def.mp (hS.dotProduct_mulVec_pos hj)).1

/-- Linear prediction from two S-orthonormal blocks, with `S` positive definite: the overlap
matrix of `2 C1 - C0` is the identity plus twice that of the orbital change, the excess is
positive semidefinite, and the electron count is at least the number of orbitals. -/
theorem linear_prediction {S : Matrix n n ℂ} (hS : S.PosDef) (C0 C1 : Matrix n m ℂ)
    (h0 : orbitalOverlap S C0 = 1) (h1 : orbitalOverlap S C1 = 1) :
    orbitalOverlap S ((2 : ℝ) • C1 - C0) = 1 + (2 : ℝ) • orbitalOverlap S (C1 - C0) ∧
    (orbitalOverlap S ((2 : ℝ) • C1 - C0) - 1).PosSemidef ∧
    (Fintype.card m : ℝ) ≤ electronCount S ((2 : ℝ) • C1 - C0) := by
  have hP : (2 : ℝ) • C1 - C0 = extrapolate 1 C0 C1 := by
    unfold extrapolate
    module
  have hG : orbitalOverlap S ((2 : ℝ) • C1 - C0)
      = 1 + (2 : ℝ) • orbitalOverlap S (C1 - C0) := by
    rw [hP, orbitalOverlap_extrapolate S C0 C1 1 h0 h1]
    module
  refine ⟨hG, ?_, ?_⟩
  · have hD : (orbitalOverlap S (C1 - C0)).PosSemidef :=
      hS.posSemidef.conjTranspose_mul_mul_same (C1 - C0)
    have h2 : orbitalOverlap S ((2 : ℝ) • C1 - C0) - 1
        = orbitalOverlap S (C1 - C0) + orbitalOverlap S (C1 - C0) := by
      rw [hG]
      module
    rw [h2]
    exact hD.add hD
  · have hD : 0 ≤ electronCount S (C1 - C0) := by
      rw [electronCount_eq_sum]
      exact Finset.sum_nonneg fun k _ =>
        (Complex.le_def.mp (hS.posSemidef.dotProduct_mulVec_nonneg _)).1
    rw [hP, electronCount_extrapolate S C0 C1 1 h0 h1]
    linarith

/-- For positive definite `S` and two different S-orthonormal blocks, the extrapolated orbitals
hold too many electrons exactly when `t` lies outside the interval from `-1` to `0`. -/
theorem electronCount_excess_iff {S : Matrix n n ℂ} (hS : S.PosDef) (C0 C1 : Matrix n m ℂ)
    (h0 : orbitalOverlap S C0 = 1) (h1 : orbitalOverlap S C1 = 1) (hne : C1 ≠ C0) (t : ℝ) :
    (Fintype.card m : ℝ) < electronCount S (extrapolate t C0 C1) ↔ t < -1 ∨ 0 < t := by
  have hD := electronCount_pos hS (sub_ne_zero.mpr hne)
  rw [electronCount_extrapolate S C0 C1 t h0 h1, lt_add_iff_pos_right,
    mul_pos_iff_of_pos_right hD]
  constructor
  · intro h
    by_contra hc
    push Not at hc
    nlinarith [hc.1, hc.2]
  · rintro (h | h) <;> nlinarith

/-- For positive definite `S` and S-orthonormal blocks, linear prediction gives the exact electron
count if and only if the two blocks are equal. -/
theorem electronCount_exact_iff {S : Matrix n n ℂ} (hS : S.PosDef) (C0 C1 : Matrix n m ℂ)
    (h0 : orbitalOverlap S C0 = 1) (h1 : orbitalOverlap S C1 = 1) :
    electronCount S (extrapolate 1 C0 C1) = Fintype.card m ↔ C1 = C0 := by
  constructor
  · intro h
    by_contra hne
    have := (electronCount_excess_iff hS C0 C1 h0 h1 hne 1).mpr (Or.inr one_pos)
    linarith
  · rintro rfl
    rw [electronCount_extrapolate S C1 C1 1 h0 h1]
    simp [electronCount, orbitalOverlap]

/-- If no coefficient of the S-orthonormal orbitals changes by more than `ε`, the excess electron
count of linear prediction is at most a constant times `ε ^ 2`. -/
theorem electronCount_second_order (S : Matrix n n ℂ) (C0 C1 : Matrix n m ℂ)
    (h0 : orbitalOverlap S C0 = 1) (h1 : orbitalOverlap S C1 = 1) (ε : ℝ)
    (hε : ∀ i j, ‖(C1 - C0) i j‖ ≤ ε) :
    electronCount S (extrapolate 1 C0 C1) - Fintype.card m
      ≤ 2 * (Fintype.card m * ((∑ i, ∑ k, ‖S i k‖) * ε ^ 2)) := by
  have hD : electronCount S (C1 - C0)
      ≤ ∑ _j : m, (∑ i, ∑ k, ‖S i k‖) * ε ^ 2 := by
    rw [electronCount_eq_sum]
    refine Finset.sum_le_sum fun j _ => (Complex.re_le_norm _).trans ?_
    change ‖∑ i, star ((C1 - C0) i j) * ∑ k, S i k * (C1 - C0) k j‖ ≤ _
    rw [Finset.sum_mul]
    refine norm_sum_le_of_le _ fun i _ => ?_
    rw [Finset.mul_sum, Finset.sum_mul]
    refine norm_sum_le_of_le _ fun k _ => ?_
    -- each term carries two factors of the orbital change
    have hpos : 0 ≤ ε := (norm_nonneg _).trans (hε i j)
    have hprod : ‖(C1 - C0) i j‖ * ‖(C1 - C0) k j‖ ≤ ε * ε :=
      mul_le_mul (hε i j) (hε k j) (norm_nonneg _) hpos
    rw [norm_mul, norm_mul, norm_star]
    nlinarith [mul_le_mul_of_nonneg_left hprod (norm_nonneg (S i k))]
  rw [Finset.sum_const, Finset.card_univ, nsmul_eq_mul] at hD
  rw [electronCount_extrapolate S C0 C1 1 h0 h1]
  linarith

/-- One orbital in two basis functions with `S = diag(1, 4)`: the blocks `(1, 0)` and
`(3/5, 2/5)` are S-normalized, and linear prediction gives the generalized norm `13/5`. -/
theorem linear_prediction_witness :
    (Matrix.diagonal ![(1 : ℂ), 4]).PosDef ∧
    orbitalOverlap (Matrix.diagonal ![(1 : ℂ), 4]) !![(1 : ℂ); 0] = 1 ∧
    orbitalOverlap (Matrix.diagonal ![(1 : ℂ), 4]) !![(3 / 5 : ℂ); 2 / 5] = 1 ∧
    orbitalOverlap (Matrix.diagonal ![(1 : ℂ), 4])
      ((2 : ℝ) • !![(3 / 5 : ℂ); 2 / 5] - !![(1 : ℂ); 0]) = !![(13 / 5 : ℂ)] := by
  -- a column with real entries is transposed without change of its entries
  have hT : ∀ a b : ℂ, a.im = 0 → b.im = 0 → (!![a; b])ᴴ = !![a, b] := by
    intro a b ha hb
    have ca : star a = a := Complex.conj_eq_iff_im.mpr ha
    have cb : star b = b := Complex.conj_eq_iff_im.mpr hb
    ext i j
    fin_cases i
    fin_cases j
    · exact ca
    · exact cb
  have hP : (2 : ℝ) • !![(3 / 5 : ℂ); 2 / 5] - !![(1 : ℂ); 0] = !![(1 / 5 : ℂ); 4 / 5] := by
    ext i j
    fin_cases i <;> fin_cases j <;> norm_num
  refine ⟨Matrix.PosDef.diagonal ?_, ?_, ?_, ?_⟩
  · intro i
    fin_cases i <;> simp
  · ext i j
    fin_cases i; fin_cases j
    simp [orbitalOverlap, Matrix.mul_apply, Fin.sum_univ_succ, Matrix.diagonal_apply]
  · rw [orbitalOverlap, hT (3 / 5) (2 / 5) (by norm_num) (by norm_num)]
    ext i j
    fin_cases i; fin_cases j
    norm_num [Matrix.mul_apply, Fin.sum_univ_succ, Matrix.vecMul_diagonal]
  · rw [hP, orbitalOverlap, hT (1 / 5) (4 / 5) (by norm_num) (by norm_num)]
    ext i j
    fin_cases i; fin_cases j
    norm_num [Matrix.mul_apply, Fin.sum_univ_succ, Matrix.vecMul_diagonal]

end UltrasoftExtrapolation
```

```lean
#print axioms UltrasoftExtrapolation.linear_prediction
-- 'UltrasoftExtrapolation.linear_prediction' depends on axioms: [propext, Classical.choice, Quot.sound]
#print axioms UltrasoftExtrapolation.electronCount_excess_iff
-- 'UltrasoftExtrapolation.electronCount_excess_iff' depends on axioms: [propext, Classical.choice, Quot.sound]
#print axioms UltrasoftExtrapolation.electronCount_exact_iff
-- 'UltrasoftExtrapolation.electronCount_exact_iff' depends on axioms: [propext, Classical.choice, Quot.sound]
#print axioms UltrasoftExtrapolation.electronCount_second_order
-- 'UltrasoftExtrapolation.electronCount_second_order' depends on axioms: [propext, Classical.choice, Quot.sound]
```

## Electron count before re-orthonormalization

Orbitals from two earlier steps are often extrapolated to give a starting guess for the next self-consistent calculation. With ultrasoft pseudopotentials, an orbital's charge is its generalized norm $\langle\psi|S|\psi\rangle$, which includes the augmentation charge. The extrapolated orbitals are in general no longer orthonormal in this sense, so a density built directly from them can hold the wrong number of electrons.

The columns of a matrix $C$ are the orbitals, with rows indexed by a finite basis `n` and columns by `m`. The number of orbitals is $N$, written `Fintype.card m`. `orbitalOverlap S C` is $C^\dagger S C$, and the hypotheses `h0` and `h1` set it to the identity for both blocks. `S.PosDef` says that $S$ is Hermitian and gives every nonzero orbital a positive generalized norm.

`electronCount` is the real part of the trace of the overlap matrix, for singly occupied orbitals; double occupation doubles it. Applied to $C_1-C_0$, it measures the size of the change and counts no electrons. In `extrapolate`, the real number $t$ is a step fraction, not a time: $P_t=(1+t)C_1-tC_0$, so $t=1$ gives $P$.

The same $S$ appears in both hypotheses and in the prediction. In molecular dynamics $S$ moves with the ions, and carrying the result over to that case needs a separate estimate of the change in $S$. At fixed ions and in a finite basis, the result tells us how much surplus charge re-orthonormalization has to remove.

## The excess is a quadratic form in the orbital change

Write $G(X)=X^\dagger SX$ and $D=C_1-C_0$. Expanding both overlaps gives

$$G(P_t)=(1+t)^2G(C_1)+t^2G(C_0)-t(1+t)K,$$
$$G(D)=G(C_1)+G(C_0)-K,$$

with the cross terms $K=C_1^\dagger SC_0+C_0^\dagger SC_1$. Eliminating $K$ leaves

$$G(P_t)=(1+t)G(C_1)-tG(C_0)+t(1+t)G(D).$$

This is `key` in `orbitalOverlap_extrapolate`: `simp only` distributes the products and `module` collects the coefficients. Orthonormality turns the right-hand side into $1+t(1+t)G(D)$. `electronCount_extrapolate` takes the trace, so the count is $N+t(1+t)\,\mathrm{Re}\,\mathrm{tr}\,G(D)$.

For $t=1$ the excess matrix is $2G(D)$. It is positive semidefinite because $v^\dagger G(D)v=(Dv)^\dagger S(Dv)\ge0$ for every vector $v$. `linear_prediction` combines this with the identity and the bound on the count.

## When the count is too large

`electronCount_eq_sum` writes the trace as $\sum_j \mathrm{Re}\,(d_j^\dagger Sd_j)$, where $d_j$ are the columns of $D$. If $D\ne0$, some column is nonzero and contributes a positive term, while the others contribute at least zero; this is `electronCount_pos`.

For different blocks, the sign of the error is thus the sign of $t(1+t)$. `electronCount_excess_iff` states that the count is too large exactly when $t<-1$ or $t>0$. At $t=1$, `electronCount_exact_iff` gives the exact count only for $C_1=C_0$. Even a unitary mixing of the same occupied orbitals counts as a change if it alters the matrix.

## A bound proportional to $\varepsilon^2$

Suppose that no coefficient changes by more than $\varepsilon$. The triangle inequality, applied to both sums in `electronCount_second_order`, gives

$$\mathrm{Re}\,(d_j^\dagger Sd_j)\le\sum_{i,k}|D_{ij}|\,|S_{ik}|\,|D_{kj}|\le\varepsilon^2\sum_{i,k}|S_{ik}|.$$

Summing over the $N$ columns and multiplying by 2 bounds the excess by $2N\varepsilon^2\sum_{i,k}|S_{ik}|$. This upper bound does not use positive definiteness.

## One orbital with $S=\mathrm{diag}(1,4)$

Take $c_0=(1,0)$ and $c_1=(3/5,2/5)$. Both are normalized, since $9/25+4\cdot4/25=1$. The prediction is $p=(1/5,4/5)$, with generalized norm

$$\frac1{25}+4\cdot\frac{16}{25}=\frac{13}5.$$

The change $d=(-2/5,2/5)$ has $d^\dagger Sd=4/5$, and $1+2\cdot4/5=13/5$ agrees. `linear_prediction_witness` records this example. With $\varepsilon=2/5$ the bound is $2\cdot5\cdot4/25=8/5$, which equals the excess.
